# A zero-temperature local moment in the symmetric Hartree-Fock Anderson model with a Lorentzian level of half-width Γ > 0 exists exactly when U > πΓ

Take one impurity level of half-width \(\Gamma>0\), with on-site repulsion \(U=4\Gamma\) between its two spin states. Place the bare level at \(-U/2=-2\Gamma\), with the Fermi energy at zero, and try the occupations \(n_\uparrow=3/4\), \(n_\downarrow=1/4\). In mean field each spin is shifted by \(U\) times the occupation of the other, so the up level sits at \(-2\Gamma+\Gamma=-\Gamma\) and the down level at \(-2\Gamma+3\Gamma=\Gamma\). At zero temperature a Lorentzian level at energy \(E\) is filled to \(\tfrac12-\tfrac1\pi\arctan(E/\Gamma)\), which gives \(\tfrac12+\tfrac14=\tfrac34\) and \(\tfrac12-\tfrac14=\tfrac14\). The polarised guess reproduces itself.

In terms of half the spin imbalance, \(m=(n_\uparrow-n_\downarrow)/2=\tfrac14\), this is the identity \(\arctan(4m)=\pi m\). With \(U=3\Gamma\) the same equation reads \(\arctan(3m)=\pi m\). For \(m>0\) it fails, because \(\arctan(3m)<3m<\pi m\), and by oddness it fails for \(m<0\) too. What matters is whether the arctangent starts out steeper than the line \(\pi m\).

## The broadened level and its mean-field equations

All quantities are real numbers, and energies are measured from the Fermi energy.

In Lean 4 with Mathlib:

```lean
import Mathlib

open Real Set Filter MeasureTheory Topology

namespace AndersonLocalMoment

noncomputable section
```

Hybridisation with a broad, featureless conduction band turns the sharp level at \(E\) into a Lorentzian of unit weight,
\[
\rho_E(\omega)=\frac{\Gamma/\pi}{(\omega-E)^2+\Gamma^2}.
\]

```lean
/-- Lorentzian density of states at energy `ω` of an impurity level at energy `E` with half-width
`Γ`, for `Γ > 0`. -/
def levelDensity (Γ E ω : ℝ) : ℝ := Γ / π / ((ω - E) ^ 2 + Γ ^ 2)
```

At zero temperature the states up to the Fermi energy are filled, so the occupation is \(n(E)=\int_{-\infty}^0\rho_E(\omega)\,d\omega\). The set `Iic 0` is this half-line.

```lean
/-- For `Γ > 0`, the zero-temperature occupation of the broadened level: its density of states
integrated up to the Fermi energy, which is set to zero. -/
def occupation (Γ E : ℝ) : ℝ := ∫ ω in Iic (0 : ℝ), levelDensity Γ E ω
```

The symmetric Hartree-Fock equations are
\[
n_\uparrow=n(-U/2+Un_\downarrow),\qquad n_\downarrow=n(-U/2+Un_\uparrow).
\]
They are taken as the definition of the model and are not derived from a many-body Hamiltonian.

```lean
/-- For `Γ > 0`, the Hartree-Fock equations of the symmetric Anderson model: each spin occupies a
level at `-U/2` shifted by `U` times the occupation of the opposite spin. -/
def IsHartreeFock (U Γ nUp nDown : ℝ) : Prop :=
  nUp = occupation Γ (-U / 2 + U * nDown) ∧ nDown = occupation Γ (-U / 2 + U * nUp)
```

The equation for the moment is \(m=\arctan(Um/\Gamma)/\pi\).

```lean
/-- The self-consistency equation for the moment `m`, for `Γ > 0`. -/
def SelfConsistent (U Γ m : ℝ) : Prop := m = Real.arctan (U * m / Γ) / π
```

Its solutions are the zeros of the mismatch \(f(m)=\arctan(Um/\Gamma)-\pi m\).

```lean
/-- The mismatch between the two sides of the moment equation, multiplied by `π`,
for `Γ ≠ 0`. -/
def mismatch (U Γ m : ℝ) : ℝ := Real.arctan (U * m / Γ) - π * m
```

## Integrating the Lorentzian

The function \(\tfrac1\pi\arctan((\omega-E)/\Gamma)\) has derivative \(\rho_E(\omega)\). It tends to \(-\tfrac12\) as \(\omega\to-\infty\) and equals \(-\tfrac1\pi\arctan(E/\Gamma)\) at \(\omega=0\), so
\[
n(E)=\frac12-\frac1\pi\arctan\frac E\Gamma .
\]
In the proof, `hderiv` is the derivative, `hint` the integrability of the density and `hbot` the lower limit; `key` combines them through the fundamental theorem of calculus on a half-line.

```lean
/-- For positive width, the occupation of a Lorentzian level is an arctangent of its energy. -/
theorem occupation_eq {Γ : ℝ} (hΓ : 0 < Γ) (E : ℝ) :
    occupation Γ E = 1 / 2 - Real.arctan (E / Γ) / π := by
  have hL : ∀ ω, levelDensity Γ E ω = 1 / (π * Γ) * (1 + ((ω - E) / Γ) ^ 2)⁻¹ := by
    intro ω
    have hD : (ω - E) ^ 2 + Γ ^ 2 ≠ 0 := by positivity
    have h2 : 1 + ((ω - E) / Γ) ^ 2 = ((ω - E) ^ 2 + Γ ^ 2) / Γ ^ 2 := by
      rw [div_pow, add_div, div_self (by positivity : Γ ^ 2 ≠ 0)]
      ring
    unfold levelDensity
    rw [h2]
    field_simp
  -- an antiderivative of the density of states
  have hderiv : ∀ ω : ℝ, HasDerivAt (fun ω => Real.arctan ((ω - E) / Γ) / π)
      (levelDensity Γ E ω) ω := fun ω =>
    (((((hasDerivAt_id' ω).sub_const E).div_const Γ).arctan).div_const π).congr_deriv
      (by rw [hL]; ring)
  have hint : Integrable (levelDensity Γ E) := by
    rw [show levelDensity Γ E = _ from funext hL]
    exact ((integrable_inv_one_add_sq.comp_div hΓ.ne').comp_sub_right E).const_mul _
  have hbot : Tendsto (fun ω : ℝ => (ω - E) / Γ) atBot atBot :=
    Tendsto.atBot_div_const hΓ (by
      simpa only [sub_eq_add_neg, id_eq] using
        tendsto_atBot_add_const_right atBot (-E) tendsto_id)
  have key := integral_Iic_of_hasDerivAt_of_tendsto' (a := (0 : ℝ))
    (fun ω _ => hderiv ω) hint.integrableOn
    (((Real.tendsto_arctan_atBot.mono_right nhdsWithin_le_nhds).comp hbot).div_const π)
  have e : (0 - E) / Γ = -(E / Γ) := by ring
  have hp : -(π / 2) / π = -(1 / 2) := by field_simp
  simp only [e, Real.arctan_neg] at key
  unfold occupation
  rw [key, hp]
  ring
```

## Half filling follows from the equations

Write \(a=n_\uparrow\), \(b=n_\downarrow\), \(x=(-U/2+Ub)/\Gamma\) and \(y=(-U/2+Ua)/\Gamma\). The Hartree-Fock equations become
\[
\arctan x=\pi(\tfrac12-a),\qquad \arctan y=\pi(\tfrac12-b),
\]
while \(x+y=\tfrac U\Gamma(a+b-1)\).

Suppose \(a+b<1\). For \(U\ge0\) this gives \(x\le-y\), and since the arctangent is increasing and odd, \(\arctan x+\arctan y\le0\). The two equations, however, make that sum \(\pi(1-a-b)>0\), a contradiction. The case \(a+b>1\) fails in the same way with the signs reversed. Hence \(a+b=1\).

Then \(m=(a-b)/2=a-\tfrac12\) and \(y=Um/\Gamma\), and the second equation reads \(m=\tfrac12-b=\arctan(Um/\Gamma)/\pi\). Conversely, at half filling \(x=-y\), so the moment equation returns both Hartree-Fock equations. In the proof, `hX` and `hY` are the two arctangent equations and `hsum` is the argument by cases.

```lean
/-- For `U ≥ 0` and `Γ > 0`, the Hartree-Fock equations hold exactly when the impurity is half
filled and half the spin imbalance solves the moment equation. -/
theorem isHartreeFock_iff {U Γ : ℝ} (hU : 0 ≤ U) (hΓ : 0 < Γ) (a b : ℝ) :
    IsHartreeFock U Γ a b ↔ a + b = 1 ∧ SelfConsistent U Γ ((a - b) / 2) := by
  unfold IsHartreeFock SelfConsistent
  rw [occupation_eq hΓ, occupation_eq hΓ]
  constructor
  · rintro ⟨h1, h2⟩
    have hk : 0 ≤ U / Γ := div_nonneg hU hΓ.le
    have hs : (-U / 2 + U * b) / Γ + (-U / 2 + U * a) / Γ = U / Γ * (a + b - 1) := by ring
    have hX := (div_eq_iff pi_ne_zero).mp
      (show Real.arctan ((-U / 2 + U * b) / Γ) / π = 1 / 2 - a by linarith)
    have hY := (div_eq_iff pi_ne_zero).mp
      (show Real.arctan ((-U / 2 + U * a) / Γ) / π = 1 / 2 - b by linarith)
    -- a total charge away from one contradicts the monotone arctangent
    have hsum : a + b = 1 := by
      rcases lt_trichotomy (a + b) 1 with h | h | h
      · have hm := Real.arctan_strictMono.monotone
          (show (-U / 2 + U * b) / Γ ≤ -((-U / 2 + U * a) / Γ) by
            linarith [mul_nonneg hk (sub_nonneg.2 h.le)])
        rw [Real.arctan_neg, hX, hY] at hm
        nlinarith [mul_pos pi_pos (sub_pos.2 h)]
      · exact h
      · have hm := Real.arctan_strictMono.monotone
          (show -((-U / 2 + U * a) / Γ) ≤ (-U / 2 + U * b) / Γ by
            linarith [mul_nonneg hk (sub_nonneg.2 h.le)])
        rw [Real.arctan_neg, hX, hY] at hm
        nlinarith [mul_pos pi_pos (sub_pos.2 h)]
    have e : U * ((a - b) / 2) / Γ = (-U / 2 + U * a) / Γ := by
      rw [show b = 1 - a by linarith]
      ring
    refine ⟨hsum, ?_⟩
    rw [e]
    linarith
  · rintro ⟨hs, hm⟩
    obtain rfl : b = 1 - a := by linarith
    have e1 : U * ((a - (1 - a)) / 2) / Γ = (-U / 2 + U * a) / Γ := by ring
    have e2 : (-U / 2 + U * (1 - a)) / Γ = -((-U / 2 + U * a) / Γ) := by ring
    rw [e1] at hm
    rw [e2, Real.arctan_neg, neg_div π]
    constructor <;> linarith
```

## Slope and stationary points of the mismatch

Differentiation gives
\[
f'(m)=\frac{U/\Gamma}{1+(Um/\Gamma)^2}-\pi .
\]

```lean
/-- The slope of the mismatch as a function of the moment. -/
theorem hasDerivAt_mismatch (U Γ m : ℝ) :
    HasDerivAt (mismatch U Γ) (U / Γ / (1 + (U * m / Γ) ^ 2) - π) m := by
  have h := ((((hasDerivAt_id' m).const_mul U).div_const Γ).arctan).fun_sub
    ((hasDerivAt_id' m).const_mul π)
  exact h.congr_deriv (by ring)
```

Multiplying the moment equation by \(\pi\) shows that it is the same as \(f(m)=0\).

```lean
/-- A moment is self-consistent exactly when its mismatch vanishes. -/
theorem selfConsistent_iff (U Γ m : ℝ) : SelfConsistent U Γ m ↔ mismatch U Γ m = 0 := by
  unfold SelfConsistent mismatch
  rw [eq_div_iff pi_ne_zero]
  constructor <;> intro h <;> linarith
```

If \(f(a)=f(b)\) with \(a<b\), where \(a\) and \(b\) are now two values of the moment, Rolle's theorem supplies a point \(c\) strictly between them with \(f'(c)=0\), that is,
\[
\frac U\Gamma=\pi\left(1+\Big(\frac{Uc}\Gamma\Big)^2\right).
\]

```lean
/-- Between two moments of equal mismatch there is one at which the mismatch is stationary. -/
theorem exists_stationary {U Γ a b : ℝ} (hab : a < b)
    (h : mismatch U Γ a = mismatch U Γ b) :
    ∃ c ∈ Ioo a b, U / Γ = π * (1 + (U * c / Γ) ^ 2) := by
  obtain ⟨c, hc, h0⟩ := exists_hasDerivAt_eq_zero hab
    (fun x _ => (hasDerivAt_mismatch U Γ x).continuousAt.continuousWithinAt) h
    (fun x _ => hasDerivAt_mismatch U Γ x)
  have hp : 0 < 1 + (U * c / Γ) ^ 2 := by positivity
  exact ⟨c, hc, (div_eq_iff hp.ne').mp (sub_eq_zero.mp h0)⟩
```

## One positive moment above threshold

Let \(U>\pi\Gamma\). Since \(f(0)=0\) and \(f'(0)=U/\Gamma-\pi>0\), the quotient \(f(x)/x\) is positive for some small \(x>0\), and so is \(f(x)\). At the other end, \(f(\tfrac12)=\arctan(U/2\Gamma)-\tfrac\pi2<0\). Positivity of \(f(x)\) also forces \(\pi x<\tfrac\pi2\), so \(x<\tfrac12\), and the intermediate value theorem gives a root between \(x\) and \(\tfrac12\).

Two positive roots \(a<b\) would give stationary points \(c\in(0,a)\) and \(d\in(a,b)\). Both would satisfy the equation above, but its right-hand side is strictly larger at \(d\) than at \(c\). This is the step `key`, and it makes the positive root unique.

```lean
/-- For `Γ > 0` and `U > πΓ` the moment equation has exactly one positive solution. -/
theorem existsUnique_pos_moment {U Γ : ℝ} (hΓ : 0 < Γ) (h : π * Γ < U) :
    ∃! m, 0 < m ∧ SelfConsistent U Γ m := by
  simp only [selfConsistent_iff]
  have hU : 0 < U := (mul_pos pi_pos hΓ).trans h
  have hk : π < U / Γ := (lt_div_iff₀ hΓ).mpr h
  have f0 : mismatch U Γ 0 = 0 := by simp [mismatch]
  -- two positive solutions would give two positive stationary points
  have key : ∀ a b, 0 < a → a < b → mismatch U Γ a = 0 → mismatch U Γ b = 0 → False := by
    intro a b ha hab h1 h2
    obtain ⟨c, hc, ec⟩ := exists_stationary ha (f0.trans h1.symm)
    obtain ⟨d, hd, ed⟩ := exists_stationary hab (h1.trans h2.symm)
    have hcd : c < d := hc.2.trans hd.1
    have hlt : U * c / Γ < U * d / Γ := by gcongr
    have hc0 : 0 < U * c / Γ := div_pos (mul_pos hU hc.1) hΓ
    have := mul_lt_mul_of_pos_left (pow_lt_pow_left₀ hlt hc0.le two_ne_zero) pi_pos
    linarith
  -- the positive slope at zero makes the mismatch positive at some small moment
  have hp : 0 < U / Γ / (1 + (U * 0 / Γ) ^ 2) - π := by simpa using hk
  obtain ⟨x, hx, hx0⟩ := (((hasDerivAt_mismatch U Γ 0).tendsto_slope_zero_right.eventually
    (lt_mem_nhds hp)).and self_mem_nhdsWithin).exists
  replace hx0 : 0 < x := hx0
  simp only [zero_add, f0, sub_zero, smul_eq_mul] at hx
  have hpos : 0 < mismatch U Γ x := (mul_pos_iff_of_pos_left (inv_pos.mpr hx0)).mp hx
  -- the mismatch is negative at one half, so a root lies in between
  have hneg : mismatch U Γ (1 / 2) < 0 := by
    unfold mismatch
    linarith [Real.arctan_lt_pi_div_two (U * (1 / 2) / Γ)]
  have hle : x ≤ 1 / 2 := by
    unfold mismatch at hpos
    nlinarith [pi_pos, Real.arctan_lt_pi_div_two (U * x / Γ)]
  obtain ⟨m, hm, hm0⟩ := intermediate_value_Icc' hle
    (fun y _ => (hasDerivAt_mismatch U Γ y).continuousAt.continuousWithinAt)
    ⟨hneg.le, hpos.le⟩
  have hmpos : 0 < m := hx0.trans_le hm.1
  refine ⟨m, ⟨hmpos, hm0⟩, ?_⟩
  rintro y ⟨hy, hy0⟩
  rcases lt_trichotomy y m with hlt | heq | hgt
  · exact (key y m hy hlt hy0 hm0).elim
  · exact heq
  · exact (key m y hmpos hgt hm0 hy0).elim
```

## The threshold for the moment equation

Conversely, suppose \(m\ne0\) solves the moment equation, with no assumption on the sign of \(U\). Rolle's theorem between \(0\) and \(m\) gives \(c\ne0\) with \(U/\Gamma=\pi(1+(Uc/\Gamma)^2)>0\). So \(U\ne0\), the square is strictly positive, and \(U/\Gamma>\pi\). At \(U=\pi\Gamma\) exactly there is no moment.

```lean
/-- For `Γ > 0`, the moment equation of the symmetric model has a nonzero real solution if and only
if `U > πΓ`. -/
theorem local_moment_iff {U Γ : ℝ} (hΓ : 0 < Γ) :
    (∃ m, m ≠ 0 ∧ SelfConsistent U Γ m) ↔ π * Γ < U := by
  constructor
  · rintro ⟨m, hm, hsc⟩
    rw [selfConsistent_iff] at hsc
    have f0 : mismatch U Γ 0 = 0 := by simp [mismatch]
    -- a stationary point away from zero moment, on either side
    obtain ⟨c, hc, ec⟩ : ∃ c, c ≠ 0 ∧ U / Γ = π * (1 + (U * c / Γ) ^ 2) := by
      rcases lt_or_gt_of_ne hm with h | h
      · obtain ⟨c, hc, ec⟩ := exists_stationary h (hsc.trans f0.symm)
        exact ⟨c, hc.2.ne, ec⟩
      · obtain ⟨c, hc, ec⟩ := exists_stationary h (f0.trans hsc.symm)
        exact ⟨c, hc.1.ne', ec⟩
    have hk0 : 0 < U / Γ := by
      rw [ec]
      positivity
    have hU : U ≠ 0 := by
      rintro rfl
      simp at hk0
    have hsq : 0 < π * (U * c / Γ) ^ 2 := by positivity
    exact (lt_div_iff₀ hΓ).mp (by linarith)
  · intro h
    obtain ⟨m, ⟨hm, hsc⟩, _⟩ := existsUnique_pos_moment hΓ h
    exact ⟨m, hm.ne', hsc⟩
```

## Back to the spin occupations

For \(U\ge0\), a Hartree-Fock solution with \(n_\uparrow\ne n_\downarrow\) gives the nonzero moment \((n_\uparrow-n_\downarrow)/2\). A nonzero moment \(m\) gives back the occupations \(\tfrac12+m\) and \(\tfrac12-m\).

```lean
/-- For `U ≥ 0` and `Γ > 0`, the Hartree-Fock equations have a solution with unequal spin
occupations if and only if `U > πΓ`. -/
theorem polarised_hartreeFock_iff {U Γ : ℝ} (hU : 0 ≤ U) (hΓ : 0 < Γ) :
    (∃ nUp nDown, IsHartreeFock U Γ nUp nDown ∧ nUp ≠ nDown) ↔ π * Γ < U := by
  rw [← local_moment_iff hΓ]
  constructor
  · rintro ⟨a, b, hHF, hab⟩
    exact ⟨(a - b) / 2, div_ne_zero (sub_ne_zero.mpr hab) two_ne_zero,
      ((isHartreeFock_iff hU hΓ a b).mp hHF).2⟩
  · rintro ⟨m, hm, hsc⟩
    refine ⟨1 / 2 + m, 1 / 2 - m, (isHartreeFock_iff hU hΓ _ _).mpr ⟨by ring, ?_⟩, ?_⟩
    · rwa [show (1 / 2 + m - (1 / 2 - m)) / 2 = m by ring]
    · intro h
      exact hm (by linarith)

end

end AndersonLocalMoment
```

Anderson's criterion in general follows the threshold as the level moves relative to the Fermi energy; here the level is fixed at \(-U/2\), the width does not depend on energy, and the temperature is zero. The theorems concern the existence of polarised solutions and do not compare their energy with that of the unpolarised one. Nor is a mean-field moment a property of the exact ground state, in which the conduction electrons screen the impurity spin. For electronic-structure work, the result is a solvable one-impurity example of how an unrestricted Hartree-Fock calculation acquires spin-polarised solutions once the repulsion passes a sharp threshold.

```lean
#print axioms AndersonLocalMoment.isHartreeFock_iff
-- 'AndersonLocalMoment.isHartreeFock_iff' depends on axioms: [propext, Classical.choice, Quot.sound]
#print axioms AndersonLocalMoment.polarised_hartreeFock_iff
-- 'AndersonLocalMoment.polarised_hartreeFock_iff' depends on axioms: [propext, Classical.choice, Quot.sound]
```
